# The multideterminant force bias as a logarithmic derivative, for a walker with nonzero overlaps

## Walkers, trial states and overlaps

A Slater determinant of N fermions in M one-particle basis functions is represented by a complex M×N matrix whose columns are the occupied orbitals. The basis is orthonormal, but the orbitals need be neither normalised nor mutually orthogonal. The walker is one such matrix, Φ. The trial state is built from finitely many others, Ψ_k.

In Lean the finite types `m`, `n` and `ι` label the basis functions, the orbitals of a determinant and the determinants of the trial state. A matrix of type `Matrix m n ℂ` is therefore M×N.

```lean
import Mathlib

open Matrix

namespace MultideterminantForceBias

noncomputable section

variable {ι m n : Type*} [Fintype ι] [Fintype m] [Fintype n] [DecidableEq n]
```

The many-body overlap of two determinants is the determinant of the N×N matrix of orbital overlaps. For the k-th determinant of the trial state,

O_k = det(Ψ_k†Φ).

The dagger is the conjugate transpose, written `ᴴ` in Lean.

```lean
/-- The overlap `det (Ψ† Φ)` of two Slater determinants given by their orbital matrices. -/
def overlap (Ψ Φ : Matrix m n ℂ) : ℂ := (Ψᴴ * Φ).det
```

The trial state's overlap with the walker is the weighted sum

W(Φ) = Σ_k c_k O_k.

Here c_k multiplies the overlap itself. If the trial state is expanded as Σ_k d_k |Ψ_k⟩, then c_k is the complex conjugate of d_k, because the trial state stands on the left of the inner product.

```lean
/-- The overlap of a walker `Φ` with a multideterminant trial state, where `c k` is the
coefficient multiplying the overlap with the determinant `Ψ k`. -/
def trialOverlap (c : ι → ℂ) (Ψ : ι → Matrix m n ℂ) (Φ : Matrix m n ℂ) : ℂ :=
  ∑ k, c k * overlap (Ψ k) Φ
```

When O_k ≠ 0, the matrix Ψ_k†Φ is invertible and the mixed Green function of the pair is the M×M matrix

G_k = Φ(Ψ_k†Φ)⁻¹Ψ_k†.

For a one-body operator with matrix V, the trace tr(V G_k) is the mixed estimate ⟨Ψ_k|V|Φ⟩/⟨Ψ_k|Φ⟩ of second quantisation. That reading is background for the physicist; the Lean development works with the matrices alone.

```lean
/-- The mixed Green function `Φ (Ψ† Φ)⁻¹ Ψ†` of two determinants with nonzero overlap. -/
def green (Ψ Φ : Matrix m n ℂ) : Matrix m m ℂ := Φ * (Ψᴴ * Φ)⁻¹ * Ψᴴ
```

The force bias averages these traces over the trial state:

B = Σ_k (c_k O_k / W) tr(V G_k), with W = W(Φ).

The weights add up to 1, but they are complex in general and so are not probabilities. V is any complex M×M matrix, with no Hermiticity required.

```lean
/-- The multideterminant force bias of a one-body operator `V`: the traces `tr (V G_k)` averaged
with weights `c_k O_k / W`. It is meant for nonzero `W` and nonzero overlaps `O_k`; elsewhere its
value rests on Lean's conventions for division and the matrix inverse. -/
def forceBias (c : ι → ℂ) (Ψ : ι → Matrix m n ℂ) (Φ : Matrix m n ℂ) (V : Matrix m m ℂ) : ℂ :=
  ∑ k, c k * overlap (Ψ k) Φ / trialOverlap c Ψ Φ * (V * green (Ψ k) Φ).trace
```

The central statement concerns the walker propagated by exp(sV), with s a complex parameter. If W ≠ 0 and every O_k ≠ 0, then

d/ds W(exp(sV)Φ) at s = 0 equals W B.

Dividing by W shows that B is the logarithmic derivative of the trial overlap. In auxiliary-field quantum Monte Carlo this derivative supplies the shift of the sampled fields; the result covers its first-order form for one one-body propagator in a finite basis, with a finite determinant expansion.

## Differentiating a determinant

Let S(s) be an N×N matrix whose entries are differentiable at s = z, with derivatives S′_ij there. The permutation expansion is

det S = Σ_σ sgn(σ) Π_j S_σ(j)j.

The product rule differentiates one factor at a time:

(det S)′ = Σ_σ sgn(σ) Σ_i (Π_{j≠i} S_σ(j)j) S′_σ(i)i.

For fixed i, the sum over σ is the determinant of S with its i-th column replaced by the i-th column of S′. By Cramer's rule this determinant is (adj(S) S′)_ii, where adj(S) is the adjugate, the transposed matrix of cofactors. Summing over i gives Jacobi's formula,

(det S)′ = tr(adj(S) S′).

No inverse of S has appeared, so S(z) may be singular.

```lean
/-- Jacobi's formula: along a path of square matrices with differentiable entries, the
determinant has derivative `tr (adj(S) S')`. -/
theorem hasDerivAt_det {S : ℂ → Matrix n n ℂ} {S' : Matrix n n ℂ} {z : ℂ}
    (h : ∀ i j, HasDerivAt (fun s => S s i j) (S' i j) z) :
    HasDerivAt (fun s => (S s).det) ((S z).adjugate * S').trace z := by
  -- Cramer's rule: each diagonal entry is a determinant with one column differentiated
  have col : ∀ i, ((S z).adjugate * S') i i
      = ((S z).updateCol i (fun r => S' r i)).det := by
    intro i
    rw [← Matrix.cramer_apply, Matrix.cramer_eq_adjugate_mulVec]
    rfl
  have key : ((S z).adjugate * S').trace
      = ∑ σ : Equiv.Perm n, ((Equiv.Perm.sign σ : ℤ) : ℂ) *
        ∑ i, (∏ j ∈ Finset.univ.erase i, S z (σ j) j) * S' (σ i) i := by
    simp only [Matrix.trace, Matrix.diag_apply, col, Matrix.det_apply', Finset.mul_sum]
    rw [Finset.sum_comm]
    refine Finset.sum_congr rfl fun σ _ => Finset.sum_congr rfl fun i _ => ?_
    have e : ∏ j ∈ Finset.univ.erase i, (S z).updateCol i (fun r => S' r i) (σ j) j
        = ∏ j ∈ Finset.univ.erase i, S z (σ j) j :=
      Finset.prod_congr rfl fun j hj => by
        rw [Matrix.updateCol_ne (Finset.ne_of_mem_erase hj)]
    rw [← Finset.prod_erase_mul _ _ (Finset.mem_univ i), e, Matrix.updateCol_self]
  rw [key]
  simp only [Matrix.det_apply']
  -- the product rule in each term of the permutation expansion
  refine HasDerivAt.fun_sum fun σ _ => HasDerivAt.const_mul _ ?_
  have hp := HasDerivAt.fun_finsetProd (u := Finset.univ)
    (f := fun j s => S s (σ j) j) (f' := fun j => S' (σ j) j) (fun j _ => h (σ j) j)
  simpa only [smul_eq_mul] using hp
```

The hypothesis `h` asks for differentiability entry by entry. In the proof, `col` is Cramer's rule for one diagonal entry, and `key` expands the trace into the double sum above: exchanging the two sums puts σ outside, and splitting off the factor with index i isolates the replaced column. The last lines apply the product rule inside each permutation term and match it with `key`.

## Propagating the orbitals

The derivative of exp(sV) at s = 0 is V. An entry of the orbital overlap matrix depends linearly on the propagator that stands between Ψ† and Φ, so

d/ds (Ψ† exp(sV) Φ)_ij at s = 0 equals (Ψ†VΦ)_ij.

```lean
variable [DecidableEq m]

omit [Fintype n] [DecidableEq n] in
/-- At `s = 0`, the derivative of each entry of the orbital overlap matrix `Ψ† exp(sV) Φ` is the
corresponding entry of `Ψ† V Φ`. -/
theorem hasDerivAt_orbitalOverlap (Ψ Φ : Matrix m n ℂ) (V : Matrix m m ℂ) (i j : n) :
    HasDerivAt (fun s : ℂ => (Ψᴴ * (NormedSpace.exp (s • V) * Φ)) i j)
      ((Ψᴴ * (V * Φ)) i j) 0 := by
  let : NormedRing (Matrix m m ℂ) := Matrix.linftyOpNormedRing
  let : NormedAlgebra ℂ (Matrix m m ℂ) := Matrix.linftyOpNormedAlgebra
  have h : HasDerivAt (fun s : ℂ => NormedSpace.exp (s • V))
      (NormedSpace.exp ((0 : ℂ) • V) * V) 0 := hasDerivAt_exp_smul_const V 0
  rw [zero_smul, NormedSpace.exp_zero, one_mul] at h
  -- the entry depends linearly on the propagator
  let L : Matrix m m ℂ →ₗ[ℂ] ℂ :=
    { toFun := fun A => (Ψᴴ * (A * Φ)) i j
      map_add' := fun A B => by rw [Matrix.add_mul, Matrix.mul_add, Matrix.add_apply]
      map_smul' := fun a A => by
        rw [Matrix.smul_mul, Matrix.mul_smul, Matrix.smul_apply, RingHom.id_apply] }
  exact (LinearMap.toContinuousLinearMap L).hasFDerivAt.comp_hasDerivAt (0 : ℂ) h
```

`HasDerivAt` over ℂ means a complex derivative, so s may approach zero from any direction. This includes the imaginary multiples of V that arise when an auxiliary field couples through an imaginary factor. The proof equips the matrices with a norm in order to use the derivative of the exponential. It then defines the linear map `L`, which sends a propagator to the chosen entry, and applies the chain rule; `L` is continuous because the matrix space is finite-dimensional.

## The derivative without dividing by an overlap

Put S_k(s) = Ψ_k† exp(sV) Φ. Then S_k(0) = Ψ_k†Φ and S_k′(0) = Ψ_k†VΦ. Jacobi's formula gives

d/ds det S_k(s) at s = 0 equals tr(adj(Ψ_k†Φ) Ψ_k†VΦ).

Moving VΦ to the front by cyclicity of the trace, and summing over k with the coefficients, gives

d/ds W(exp(sV)Φ) at s = 0 equals Σ_k c_k tr(V Φ adj(Ψ_k†Φ) Ψ_k†).

This holds for every walker, including one orthogonal to some or all of the determinants.

```lean
/-- The derivative of the trial overlap under one-body propagation of the walker, in a form
that holds also when some or all determinants are orthogonal to the walker. -/
theorem hasDerivAt_trialOverlap (c : ι → ℂ) (Ψ : ι → Matrix m n ℂ) (Φ : Matrix m n ℂ)
    (V : Matrix m m ℂ) :
    HasDerivAt (fun s : ℂ => trialOverlap c Ψ (NormedSpace.exp (s • V) * Φ))
      (∑ k, c k * (V * (Φ * ((Ψ k)ᴴ * Φ).adjugate * (Ψ k)ᴴ)).trace) 0 := by
  unfold trialOverlap overlap
  refine HasDerivAt.fun_sum fun k _ => HasDerivAt.const_mul _ ?_
  refine (hasDerivAt_det (hasDerivAt_orbitalOverlap (Ψ k) Φ V)).congr_deriv ?_
  rw [zero_smul, NormedSpace.exp_zero, Matrix.one_mul]
  -- cyclicity of the trace
  generalize ((Ψ k)ᴴ * Φ).adjugate = A
  rw [← Matrix.mul_assoc A, Matrix.trace_mul_comm (A * (Ψ k)ᴴ), Matrix.mul_assoc V,
    Matrix.mul_assoc Φ A]
```

The proof differentiates the finite sum term by term and feeds the entry derivatives of the previous step into `hasDerivAt_det`. Setting exp(0·V) = 1 evaluates the adjugate at the unpropagated walker, and `Matrix.trace_mul_comm` performs the cyclic move.

## From the adjugate to the force bias

Two conditions now enter. O_k ≠ 0 says that no determinant in the expansion is orthogonal to the walker. W ≠ 0 says that the walker does not lie on the nodal surface of the trial state, where importance sampling would divide by zero. Neither condition implies the other: nonzero terms can cancel in the sum, and a nonzero sum can contain a zero term.

For O_k ≠ 0 the adjugate is the determinant times the inverse,

adj(Ψ_k†Φ) = O_k (Ψ_k†Φ)⁻¹.

Each term of the derivative therefore becomes c_k O_k tr(V G_k). Taking out a factor W, which is allowed because W ≠ 0,

Σ_k c_k O_k tr(V G_k) = W Σ_k (c_k O_k / W) tr(V G_k) = W B.

```lean
/-- The multideterminant force bias: if the trial overlap `W` and every single overlap are
nonzero, the derivative of the trial overlap under `exp(sV)` at `s = 0` is `W` times the
force bias. -/
theorem hasDerivAt_trialOverlap_forceBias (c : ι → ℂ) (Ψ : ι → Matrix m n ℂ)
    (Φ : Matrix m n ℂ) (V : Matrix m m ℂ) (hO : ∀ k, overlap (Ψ k) Φ ≠ 0)
    (hW : trialOverlap c Ψ Φ ≠ 0) :
    HasDerivAt (fun s : ℂ => trialOverlap c Ψ (NormedSpace.exp (s • V) * Φ))
      (trialOverlap c Ψ Φ * forceBias c Ψ Φ V) 0 := by
  refine (hasDerivAt_trialOverlap c Ψ Φ V).congr_deriv ?_
  rw [forceBias, Finset.mul_sum]
  refine Finset.sum_congr rfl fun k _ => ?_
  -- for nonzero overlap the adjugate is the overlap times the inverse
  have hadj : ((Ψ k)ᴴ * Φ).adjugate = overlap (Ψ k) Φ • ((Ψ k)ᴴ * Φ)⁻¹ := by
    have hk : ((Ψ k)ᴴ * Φ).det ≠ 0 := hO k
    rw [overlap, Matrix.inv_def, Ring.inverse_eq_inv', smul_smul, mul_inv_cancel₀ hk, one_smul]
  rw [hadj, Matrix.mul_smul, Matrix.smul_mul, Matrix.mul_smul, Matrix.trace_smul, smul_eq_mul,
    green]
  field_simp
```

The hypotheses `hO` and `hW` are the two conditions, and the conclusion is the central statement in product form. The proof starts from the adjugate derivative and compares the sums term by term. There `hadj` is the adjugate identity, the rewriting that follows pulls the scalar O_k out of the trace, and `field_simp` cancels W.

## Cancelling the first-order change

Suppose that the propagated overlap is multiplied by a compensating factor exp(−sb), with b a complex number still to be chosen:

F(s) = exp(−sb) W(exp(sV)Φ).

A factor linear in the field in its exponent, like this one, appears in the walker's weight when the Gaussian from which the field is drawn is shifted. By the product rule,

F′(0) = −bW + WB = W(B − b).

Since W ≠ 0, this vanishes exactly when b = B. The force bias is thus the one value of b that removes the first-order dependence of the compensated overlap on s.

```lean
/-- For nonzero `W` and nonzero single overlaps, the compensated overlap
`exp(-s b) W(exp(sV) Φ)` is stationary at `s = 0` exactly when `b` is the force bias. -/
theorem stationary_iff_eq_forceBias (c : ι → ℂ) (Ψ : ι → Matrix m n ℂ)
    (Φ : Matrix m n ℂ) (V : Matrix m m ℂ) (hO : ∀ k, overlap (Ψ k) Φ ≠ 0)
    (hW : trialOverlap c Ψ Φ ≠ 0) (b : ℂ) :
    HasDerivAt (fun s : ℂ =>
      Complex.exp (-(s * b)) * trialOverlap c Ψ (NormedSpace.exp (s • V) * Φ)) 0 0
      ↔ b = forceBias c Ψ Φ V := by
  have e : HasDerivAt (fun s : ℂ => Complex.exp (-(s * b))) (-b) 0 := by
    have h := (((hasDerivAt_id' (0 : ℂ)).mul_const b).fun_neg).cexp
    simpa using h
  have d := (e.fun_mul (hasDerivAt_trialOverlap_forceBias c Ψ Φ V hO hW)).congr_deriv
    (g' := trialOverlap c Ψ Φ * (forceBias c Ψ Φ V - b)) (by
      simp only [zero_smul, NormedSpace.exp_zero, Matrix.one_mul, zero_mul, neg_zero,
        Complex.exp_zero, one_mul]
      ring)
  constructor
  · intro h0
    have h := (mul_eq_zero.mp (h0.unique d).symm).resolve_left hW
    exact (sub_eq_zero.mp h).symm
  · intro hb
    rwa [← hb, sub_self, mul_zero] at d
```

The left side of the equivalence says that F has derivative 0 at s = 0. In the proof, `e` differentiates the exponential factor and `d` is the product rule, arranged as W(B − b). For the forward direction, uniqueness of the derivative gives W(B − b) = 0, and `hW` leaves only b = B. The reverse direction substitutes b = B into `d`.

The cancellation is of first order at a single walker. Terms of order s² can remain, and the statement gives no bound on time-step errors or on the variance of the weights.

## A determinant orthogonal to the walker

The condition on the individual overlaps matters already for one particle in two orbitals. Take

Φ = (1, 0)ᵀ, Ψ_0 = (1, 0)ᵀ, Ψ_1 = (0, 1)ᵀ, c_0 = c_1 = 1,

and let V carry the first orbital into the second and the second to zero, so that VΦ = (0, 1)ᵀ and V² = 0. Then exp(sV)Φ = (1, s)ᵀ, and

W(exp(sV)Φ) = 1 + s.

Both the overlap and its derivative at s = 0 equal 1, so the true logarithmic derivative is 1.

The weighted formula gives something else. For k = 0 the weight is 1, but G_0 projects onto the first orbital and tr(V G_0) = 0. For k = 1 the overlap O_1 is zero, and with it the weight. The inverse in G_1 does not exist; Lean assigns it a conventional value, which the zero weight removes in any case. The formula returns 0, although the whole derivative comes from the determinant it has discarded.

The trial state used here has norm √2. Normalising it gives c_0 = c_1 = 1/√2, which changes the overlap and its derivative to 1/√2 each and leaves the logarithmic derivative at 1 and the weighted formula at 0. The matrix V is not Hermitian, but the effect does not depend on that: the Hermitian matrix that exchanges the two orbitals gives the same derivative at s = 0 and the same value of the weighted formula.

```lean
/-- One particle in two orbitals, with a trial state containing a determinant orthogonal to the
walker: the trial overlap is 1 and its derivative is 1, but the weighted formula gives 0. -/
theorem orthogonal_determinant_missed :
    let Φ : Matrix (Fin 2) (Fin 1) ℂ := !![1; 0]
    let Ψ : Fin 2 → Matrix (Fin 2) (Fin 1) ℂ := ![!![1; 0], !![0; 1]]
    let V : Matrix (Fin 2) (Fin 2) ℂ := !![0, 0; 1, 0]
    trialOverlap ![1, 1] Ψ Φ = 1 ∧
      HasDerivAt (fun s : ℂ => trialOverlap ![1, 1] Ψ (NormedSpace.exp (s • V) * Φ)) 1 0 ∧
      forceBias ![1, 1] Ψ Φ V = 0 := by
  intro Φ Ψ V
  refine ⟨?_, (hasDerivAt_trialOverlap ![1, 1] Ψ Φ V).congr_deriv ?_, ?_⟩
  · simp [trialOverlap, overlap, Φ, Ψ, Matrix.mul_apply, Fin.sum_univ_succ]
  · simp [Φ, Ψ, V, Matrix.trace, Fin.sum_univ_succ,
      Matrix.adjugate_subsingleton, Matrix.vecMul, dotProduct, Matrix.conjTranspose_apply]
  · simp [forceBias, green, overlap, Φ, Ψ, V, Matrix.trace, Matrix.mul_apply,
      Fin.sum_univ_succ, Matrix.vecMul, dotProduct, Matrix.conjTranspose_apply]

end

end MultideterminantForceBias
```

The three parts of the theorem are the overlap, its derivative and the value of the weighted formula. The derivative comes from `hasDerivAt_trialOverlap`, whose adjugate form still applies: the adjugate of a 1×1 matrix is 1, even when its entry is zero. The remaining work is evaluation of small matrices by `simp`. For a code that evaluates the force bias determinant by determinant, the example shows that skipping a term with zero overlap can change the answer, here in a non-interacting one-particle model.

```lean
#print axioms MultideterminantForceBias.hasDerivAt_trialOverlap_forceBias
#print axioms MultideterminantForceBias.stationary_iff_eq_forceBias
#print axioms MultideterminantForceBias.orthogonal_determinant_missed
```

```
'MultideterminantForceBias.hasDerivAt_trialOverlap_forceBias' depends on axioms: [propext, Classical.choice, Quot.sound]
'MultideterminantForceBias.stationary_iff_eq_forceBias' depends on axioms: [propext, Classical.choice, Quot.sound]
'MultideterminantForceBias.orthogonal_determinant_missed' depends on axioms: [propext, Classical.choice, Quot.sound]
```
